# Truncating a metal never lowers its image energy in a positive definite site-charge model

A truncated cluster is represented here by charges on the full set of metal sites that vanish outside a subset \(B\). The interaction matrix \(A\) and the vector \(b\), which is minus the external potential at the sites, therefore stay the same when the cluster changes. For site charges \(q\) the energy is

\[
E(q)=\tfrac12\langle q,Aq\rangle-\langle b,q\rangle .
\]

Charges are relaxed on \(B\) if they minimize \(E\) among all charges on \(B\). The uncharged metal has \(E=0\), so the relaxed energy is never positive, and its magnitude is the energy gained by forming the image charges.

Let \(A\) be real, symmetric and positive definite: every nonzero charge pattern costs interaction energy. Then the relaxed energy on \(B\) is at least that of the whole metal, with equality exactly when the charges relaxed on \(B\) satisfy \(Aq=b\) on every site. Since \(Aq-b\) is the total potential, this condition describes a grounded metal.

## From the equipotential condition to the energy comparison

By symmetry of \(A\), for any change \(d\),

\[
E(q+d)=E(q)+\langle d,Aq-b\rangle+\tfrac12\langle d,Ad\rangle .
\]

Suppose \(q\) lives on \(B\) and \(Aq=b\) there. For other charges \(p\) on \(B\), put \(d=p-q\). In the linear term \(d\) vanishes outside \(B\) and \(Aq-b\) vanishes inside, so

\[
E(p)=E(q)+\tfrac12\langle p-q,A(p-q)\rangle .
\]

Hence \(q\) is the unique minimizer on \(B\).

Such a \(q\) exists. Let \((Tq)_i=(Aq)_i\) for \(i\in B\) and \((Tq)_i=q_i\) otherwise. If \(Tq=0\), then \(\langle q,Aq\rangle=0\), so \(q=0\). The linear map \(T\) is thus injective, and in finite dimension surjective. Solve \(Tq=b\) on \(B\) and \(Tq=0\) outside. Relaxed charges are therefore exactly those on \(B\) with \(Aq=b\) on \(B\). For them \(\langle q,Aq\rangle=\langle b,q\rangle\), which gives \(E(q)=-\tfrac12\langle b,q\rangle\), with the familiar image factor one half.

Now let \(B\subseteq C\), with \(q\) relaxed on \(B\) and \(p\) on \(C\). Since \(q\) is also allowed on \(C\), \(E(p)\le E(q)\). If the energies agree, \(q\) minimizes on \(C\) too, so \(Aq=b\) on \(C\). Conversely, that condition makes \(q\) a minimizer on \(C\), and the energies agree. Taking \(C\) to be the whole metal proves the claim.

The smallest cluster is empty: its relaxed charge and energy are zero. A single site \(i\) carries \(q_i=b_i/A_{ii}\) and has energy \(-b_i^2/(2A_{ii})\).

## Two sites worked by hand

Number the sites 0 and 1, and take

\[
A=\begin{pmatrix}2&1\\1&2\end{pmatrix},\qquad b=(1,1).
\]

On site 0 alone, \(q=(1/2,0)\) and \(E=-1/4\). On both sites, \(p=(1/3,1/3)\) and \(E=-1/3\). The truncated charges give \(Aq=(1,1/2)\), which misses \(b\) at site 1, so the energy gained is strictly smaller.

## Clusters and relaxed charges in Lean

The sites form a type `ι`, and a cluster is a `Set ι`.

```lean
import Mathlib

open Matrix

namespace ImageChargeCluster

noncomputable section

variable {ι : Type*}

/-- The charge distribution `q` vanishes on every site outside the cluster `B`. -/
def SupportedOn (B : Set ι) (q : ι → ℝ) : Prop := ∀ i, i ∉ B → q i = 0
```

The number of sites is finite. In the energy, `⬝ᵥ` is the dot product and `*ᵥ` applies a matrix to a vector.

```lean
variable [Fintype ι]

/-- Energy of site charges `q` with interaction matrix `A`, where `b` is minus the external
potential at the sites. -/
def energy (A : Matrix ι ι ℝ) (b q : ι → ℝ) : ℝ := (q ⬝ᵥ A *ᵥ q) / 2 - b ⬝ᵥ q
```

`IsRelaxed` requires minimality only; the equipotential condition is derived later. Total charge is unconstrained, as for a metal connected to a reservoir.

```lean
/-- The charges `q` live on the cluster `B` and have the lowest energy among all charges
on `B`. -/
def IsRelaxed (A : Matrix ι ι ℝ) (b : ι → ℝ) (B : Set ι) (q : ι → ℝ) : Prop :=
  SupportedOn B q ∧ ∀ p, SupportedOn B p → energy A b q ≤ energy A b p
```

## Equipotential charges are the minimizers

The first lemma removes the linear term site by site.

```lean
variable {A : Matrix ι ι ℝ} {b q p : ι → ℝ} {B C : Set ι}

/-- Charges on a cluster have no interaction energy with a potential that vanishes on the
cluster. -/
theorem dot_eq_zero {d r : ι → ℝ} (hd : SupportedOn B d) (hr : ∀ i ∈ B, r i = 0) :
    d ⬝ᵥ r = 0 := by
  refine Finset.sum_eq_zero fun i _ => ?_
  by_cases hi : i ∈ B
  · rw [hr i hi, mul_zero]
  · rw [hd i hi, zero_mul]
```

Symmetry is `hS`. The step `expand` is the expansion above, and `h0` cancels its linear term.

```lean
/-- For symmetric `A`, if `A q = b` on the cluster carrying `q`, any other charge distribution `p`
on that cluster has the energy of `q` plus half the quadratic form of `A` at `p - q`. -/
theorem energy_excess (hS : A.IsSymm) (hq : SupportedOn B q) (hp : SupportedOn B p)
    (he : ∀ i ∈ B, (A *ᵥ q) i = b i) :
    energy A b p = energy A b q + ((p - q) ⬝ᵥ A *ᵥ (p - q)) / 2 := by
  -- expand the energy about q
  have expand : ∀ d : ι → ℝ, energy A b (q + d)
      = energy A b q + d ⬝ᵥ (A *ᵥ q - b) + (d ⬝ᵥ A *ᵥ d) / 2 := by
    intro d
    have h : q ⬝ᵥ A *ᵥ d = d ⬝ᵥ A *ᵥ q := by
      rw [Matrix.dotProduct_mulVec q A d, ← Matrix.mulVec_transpose, hS.eq]
      exact dotProduct_comm _ _
    simp only [energy, Matrix.mulVec_add, dotProduct_add, add_dotProduct, dotProduct_sub]
    linear_combination h / 2 - dotProduct_comm b d
  -- the linear term vanishes on the cluster
  have h0 : (p - q) ⬝ᵥ (A *ᵥ q - b) = 0 :=
    dot_eq_zero (B := B) (fun i hi => by rw [Pi.sub_apply, hp i hi, hq i hi, sub_self])
      (fun i hi => by rw [Pi.sub_apply, he i hi, sub_self])
  have h := expand (p - q)
  rw [add_sub_cancel, h0, add_zero] at h
  exact h
```

Positive definiteness is the hypothesis `hpos`. The map `T` is the one used by hand, and `hinj` is its injectivity.

```lean
/-- For positive definite `A`, every cluster carries charges that satisfy `A q = b` on all
of its sites. -/
theorem exists_equipotential (hpos : ∀ x : ι → ℝ, x ≠ 0 → 0 < x ⬝ᵥ A *ᵥ x)
    (b : ι → ℝ) (B : Set ι) :
    ∃ q, SupportedOn B q ∧ ∀ i ∈ B, (A *ᵥ q) i = b i := by
  classical
  -- potential on the cluster, charge outside it
  let T : (ι → ℝ) →ₗ[ℝ] (ι → ℝ) :=
    { toFun := fun q i => if i ∈ B then (A *ᵥ q) i else q i
      map_add' := fun x y => by
        ext i
        by_cases hi : i ∈ B <;> simp [hi, Matrix.mulVec_add]
      map_smul' := fun c x => by
        ext i
        by_cases hi : i ∈ B <;> simp [hi, Matrix.mulVec_smul] }
  have hin : ∀ q i, i ∈ B → T q i = (A *ᵥ q) i := fun q i hi => if_pos hi
  have hout : ∀ q i, i ∉ B → T q i = q i := fun q i hi => if_neg hi
  have hinj : Function.Injective T := by
    rw [injective_iff_map_eq_zero]
    intro q hq
    by_contra hne
    have h0 : q ⬝ᵥ A *ᵥ q = 0 :=
      dot_eq_zero (B := B) (fun i hi => (hout q i hi).symm.trans (congrFun hq i))
        (fun i hi => (hin q i hi).symm.trans (congrFun hq i))
    exact (hpos q hne).ne' h0
  -- in finite dimension an injective map is onto
  obtain ⟨q, hq⟩ := LinearMap.injective_iff_surjective.mp hinj
    (fun i => if i ∈ B then b i else 0)
  exact ⟨q, fun i hi => (hout q i hi).symm.trans ((congrFun hq i).trans (if_neg hi)),
    fun i hi => (hin q i hi).symm.trans ((congrFun hq i).trans (if_pos hi))⟩
```

In the forward direction below, a minimizer is compared with the equipotential charges `p`; if they differed, its excess energy would be positive. The reverse direction uses that the excess is nonnegative.

```lean
/-- For symmetric positive definite `A`, charges on a cluster are relaxed exactly when
`A q = b` on every site of the cluster. -/
theorem isRelaxed_iff (hS : A.IsSymm) (hpos : ∀ x : ι → ℝ, x ≠ 0 → 0 < x ⬝ᵥ A *ᵥ x) :
    IsRelaxed A b B q ↔ SupportedOn B q ∧ ∀ i ∈ B, (A *ᵥ q) i = b i := by
  constructor
  · rintro ⟨hq, hmin⟩
    obtain ⟨p, hp, he⟩ := exists_equipotential hpos b B
    have h1 := energy_excess hS hp hq he
    have h2 := hmin p hp
    have hqp : q = p := by
      by_contra hne
      have h3 := hpos (q - p) (sub_ne_zero.mpr hne)
      linarith
    subst hqp
    exact ⟨hq, he⟩
  · rintro ⟨hq, he⟩
    refine ⟨hq, fun p hp => ?_⟩
    have h1 := energy_excess hS hq hp he
    have h2 : 0 ≤ (p - q) ⬝ᵥ A *ᵥ (p - q) := by
      by_cases h : p - q = 0
      · simp [h]
      · exact (hpos _ h).le
    linarith
```

The same comparison gives uniqueness.

```lean
/-- For symmetric positive definite `A`, every cluster has exactly one relaxed charge
distribution. -/
theorem existsUnique_relaxed (hS : A.IsSymm)
    (hpos : ∀ x : ι → ℝ, x ≠ 0 → 0 < x ⬝ᵥ A *ᵥ x) (b : ι → ℝ) (B : Set ι) :
    ∃! q, IsRelaxed A b B q := by
  obtain ⟨q, hq, he⟩ := exists_equipotential hpos b B
  refine ⟨q, (isRelaxed_iff hS hpos).mpr ⟨hq, he⟩, fun p hp => ?_⟩
  have h1 := energy_excess hS hq hp.1 he
  have h2 := hp.2 q hq
  by_contra hne
  have h3 := hpos (p - q) (sub_ne_zero.mpr hne)
  linarith
```

For the factor one half, `h0` states \(\langle q,Aq-b\rangle=0\).

```lean
/-- For symmetric positive definite `A`, the energy of the relaxed charges is half their
interaction energy `-⟨b, q⟩` with the external potential. -/
theorem relaxed_energy (hS : A.IsSymm) (hpos : ∀ x : ι → ℝ, x ≠ 0 → 0 < x ⬝ᵥ A *ᵥ x)
    (hq : IsRelaxed A b B q) : energy A b q = -(b ⬝ᵥ q) / 2 := by
  have he := ((isRelaxed_iff hS hpos).mp hq).2
  have h0 : q ⬝ᵥ (A *ᵥ q - b) = 0 :=
    dot_eq_zero hq.1 (fun i hi => by rw [Pi.sub_apply, he i hi, sub_self])
  rw [dotProduct_sub] at h0
  unfold energy
  linear_combination h0 / 2 - dotProduct_comm b q / 2
```

## Comparing clusters of different size

Extending \(q\) to the larger cluster is `hqC`; the characterization of relaxed charges then settles both directions of the equality.

```lean
/-- For symmetric positive definite `A`, enlarging a cluster from `B` to `C` never raises the
relaxed energy, and leaves it unchanged exactly when the charges relaxed on `B` satisfy
`A q = b` on all of `C`. -/
theorem nested_clusters (hS : A.IsSymm) (hpos : ∀ x : ι → ℝ, x ≠ 0 → 0 < x ⬝ᵥ A *ᵥ x)
    (hBC : B ⊆ C) (hq : IsRelaxed A b B q) (hp : IsRelaxed A b C p) :
    energy A b p ≤ energy A b q ∧
      (energy A b q = energy A b p ↔ ∀ i ∈ C, (A *ᵥ q) i = b i) := by
  have hqC : SupportedOn C q := fun i hi => hq.1 i (fun h => hi (hBC h))
  refine ⟨hp.2 q hqC, fun h => ?_, fun h => ?_⟩
  · -- equal energy makes q a minimizer on C as well
    exact ((isRelaxed_iff hS hpos).mp ⟨hqC, fun r hr => h.trans_le (hp.2 r hr)⟩).2
  · exact le_antisymm (((isRelaxed_iff hS hpos).mpr ⟨hqC, h⟩).2 p hp.1) (hp.2 q hqC)
```

For the whole metal, `C` becomes `Set.univ`, and `hp` says that `p` minimizes over all charges.

```lean
/-- For symmetric positive definite `A`, the minimum energy `energy A b q` of a truncated cluster
is at least the minimum `energy A b p` over all charges on the metal, with equality exactly when
`A q = b` on every site. -/
theorem truncated_cluster (hS : A.IsSymm) (hpos : ∀ x : ι → ℝ, x ≠ 0 → 0 < x ⬝ᵥ A *ᵥ x)
    (hq : IsRelaxed A b B q) (hp : ∀ r, energy A b p ≤ energy A b r) :
    energy A b p ≤ energy A b q ∧ (energy A b q = energy A b p ↔ A *ᵥ q = b) := by
  have hp' : IsRelaxed A b Set.univ p :=
    ⟨fun i hi => (hi (Set.mem_univ i)).elim, fun r _ => hp r⟩
  obtain ⟨h1, h2⟩ := nested_clusters hS hpos (Set.subset_univ B) hq hp'
  exact ⟨h1, h2.trans ⟨fun h => funext fun i => h i (Set.mem_univ i),
    fun h i _ => congrFun h i⟩⟩
```

In simulations with fluctuating electrode charges, this means that adding sites at fixed \(A\) and \(b\) lowers the relaxed energy or leaves it unchanged, within a finite, linearly responding metal and a fixed external charge distribution. Changes of geometry or of the matrix entries between clusters lie beyond this comparison. So do forces on the external charges: an ion midway between two equal sites feels no net force from their induced charges, but is pulled towards one site when the other is removed.

## The strict inequality in the two-site metal

```lean
/-- Interaction matrix of a metal with two equal sites, self-interaction 2 and coupling 1. -/
def twoSite : Matrix (Fin 2) (Fin 2) ℝ := !![2, 1; 1, 2]
```

Positive definiteness follows from \(\langle x,Ax\rangle=x_0^2+x_1^2+(x_0+x_1)^2\). The relaxed charges are verified through `isRelaxed_iff`, and the energies by arithmetic.

```lean
/-- The two-site matrix is symmetric positive definite, and for `b = (1, 1)` the charges relaxed
on the first site alone have strictly higher energy than those relaxed on both sites. -/
theorem twoSite_witness :
    twoSite.IsSymm ∧ (∀ x : Fin 2 → ℝ, x ≠ 0 → 0 < x ⬝ᵥ twoSite *ᵥ x) ∧
    IsRelaxed twoSite ![1, 1] {0} ![1 / 2, 0] ∧
    IsRelaxed twoSite ![1, 1] Set.univ ![1 / 3, 1 / 3] ∧
    energy twoSite ![1, 1] ![1 / 3, 1 / 3] < energy twoSite ![1, 1] ![1 / 2, 0] := by
  have hS : twoSite.IsSymm := Matrix.IsSymm.ext fun i j => by
    fin_cases i <;> fin_cases j <;> simp [twoSite]
  have hpos : ∀ x : Fin 2 → ℝ, x ≠ 0 → 0 < x ⬝ᵥ twoSite *ᵥ x := by
    intro x hx
    -- the quadratic form is a sum of squares
    have e : x ⬝ᵥ twoSite *ᵥ x = x 0 ^ 2 + x 1 ^ 2 + (x 0 + x 1) ^ 2 := by
      simp [twoSite, Matrix.mulVec, dotProduct, Fin.sum_univ_two]
      ring
    rw [e]
    by_contra h
    have h' := not_lt.mp h
    have s0 := sq_nonneg (x 0)
    have s1 := sq_nonneg (x 1)
    have s2 := sq_nonneg (x 0 + x 1)
    have h0 : x 0 = 0 := pow_eq_zero_iff (two_ne_zero) |>.mp (by linarith)
    have h1 : x 1 = 0 := pow_eq_zero_iff (two_ne_zero) |>.mp (by linarith)
    apply hx
    funext i
    fin_cases i
    · exact h0
    · exact h1
  refine ⟨hS, hpos, (isRelaxed_iff hS hpos).mpr ⟨fun i hi => ?_, fun i hi => ?_⟩,
    (isRelaxed_iff hS hpos).mpr ⟨fun i hi => (hi (Set.mem_univ i)).elim, fun i _ => ?_⟩, ?_⟩
  · fin_cases i
    · simp at hi
    · simp
  · rw [Set.mem_singleton_iff] at hi
    subst hi
    norm_num [twoSite, Matrix.mulVec, dotProduct, Fin.sum_univ_two]
  · fin_cases i <;> norm_num [twoSite, Matrix.mulVec, dotProduct, Fin.sum_univ_two]
  · norm_num [energy, twoSite, Matrix.mulVec, dotProduct, Fin.sum_univ_two]

end

end ImageChargeCluster
```

```lean
#print axioms ImageChargeCluster.existsUnique_relaxed
#print axioms ImageChargeCluster.relaxed_energy
#print axioms ImageChargeCluster.truncated_cluster
```

```
'ImageChargeCluster.existsUnique_relaxed' depends on axioms: [propext, Classical.choice, Quot.sound]
'ImageChargeCluster.relaxed_energy' depends on axioms: [propext, Classical.choice, Quot.sound]
'ImageChargeCluster.truncated_cluster' depends on axioms: [propext, Classical.choice, Quot.sound]
```
